# A monitored finite-dimensional system is detected with probability one from every initial state exactly when no eigenvector of its evolution is orthogonal to the detected state

Let a finite-dimensional quantum system evolve by the same unitary $U$ before each ideal measurement that asks whether it is in the state $\psi$. The norm of the undetected state, which is not renormalised after the measurements, tends to zero for every initial state if and only if no eigenvector of $U$ is orthogonal to $\psi$.

```lean
import Mathlib

open Filter Topology

namespace StroboscopicDetection

noncomputable section

variable {E : Type*} [NormedAddCommGroup E] [InnerProductSpace ℂ E]

/-- The map `x ↦ x - ⟨ψ, x⟩ ψ`. For a unit vector `ψ` it is the projector `Q` orthogonal to `ψ`,
applied when the detector does not click. -/
def noClick (ψ : E) : E →ₗ[ℂ] E where
  toFun x := x - inner ℂ ψ x • ψ
  map_add' x y := by
    simp only [inner_add_right]
    module
  map_smul' c x := by
    simp only [inner_smul_right, RingHom.id_apply]
    module

/-- The map `x ↦ noClick ψ (U x)`. For a unit vector `ψ` it is one monitored period `Q U`: unitary
evolution followed by a measurement without a click. -/
def step (U : E ≃ₗᵢ[ℂ] E) (ψ : E) : Module.End ℂ E :=
  noClick ψ ∘ₗ (U.toLinearEquiv : E →ₗ[ℂ] E)

/-- For unit vectors `φ` and `ψ`, the probability that the detector, started from `φ`, clicks for
the first time at measurement number `n + 1`. -/
def firstDetection (U : E ≃ₗᵢ[ℂ] E) (ψ φ : E) (n : ℕ) : ℝ :=
  ‖inner ℂ ψ (U ((step U ψ ^ n) φ))‖ ^ 2

/-- A dark eigenvector: a nonzero eigenvector of `U` orthogonal to the detected state `ψ`. -/
def IsDark (U : E ≃ₗᵢ[ℂ] E) (ψ v : E) : Prop :=
  v ≠ 0 ∧ (∃ μ : ℂ, U v = μ • v) ∧ inner ℂ ψ v = 0

/-- The subspace of initial states whose detection amplitude vanishes at every measurement. -/
def darkSpace (U : E ≃ₗᵢ[ℂ] E) (ψ : E) : Submodule ℂ E where
  carrier := {x | ∀ n : ℕ, inner ℂ ψ (U ((step U ψ ^ n) x)) = 0}
  zero_mem' := fun n => by
    show inner ℂ ψ (U ((step U ψ ^ n) 0)) = 0
    rw [LinearMap.map_zero, U.map_zero, inner_zero_right]
  add_mem' := fun {a b} ha hb n => by
    show inner ℂ ψ (U ((step U ψ ^ n) (a + b))) = 0
    rw [LinearMap.map_add, U.map_add, inner_add_right, ha n, hb n, add_zero]
  smul_mem' := fun c x hx n => by
    show inner ℂ ψ (U ((step U ψ ^ n) (c • x))) = 0
    rw [LinearMap.map_smul, U.map_smul, inner_smul_right, hx n, mul_zero]

/-- The map `step U ψ` subtracts `⟨ψ, U x⟩ ψ` from `U x`. For a unit vector `ψ` this removes the
component of `U x` along `ψ`. -/
theorem step_apply (U : E ≃ₗᵢ[ℂ] E) (ψ x : E) :
    step U ψ x = U x - inner ℂ ψ (U x) • ψ := rfl

/-- For a unit vector `ψ`, the squared norm lost in one monitored period is the squared modulus
of the detection amplitude. -/
theorem step_norm_sq (U : E ≃ₗᵢ[ℂ] E) {ψ : E} (hψ : ‖ψ‖ = 1) (x : E) :
    ‖step U ψ x‖ ^ 2 = ‖x‖ ^ 2 - ‖inner ℂ ψ (U x)‖ ^ 2 := by
  have h0 : inner ℂ ψ (U x - inner ℂ ψ (U x) • ψ) = 0 := by
    rw [inner_sub_right, inner_smul_right, inner_self_eq_norm_sq_to_K, hψ]
    simp
  -- Pythagoras for the detected and undetected components
  have h := norm_add_sq (𝕜 := ℂ) (inner ℂ ψ (U x) • ψ) (U x - inner ℂ ψ (U x) • ψ)
  rw [inner_smul_left, h0, add_sub_cancel, norm_smul, hψ, mul_one, U.norm_map] at h
  simp only [mul_zero, map_zero, add_zero] at h
  rw [step_apply]
  linarith

/-- For a unit vector `ψ`, the first `N` values of `firstDetection U ψ φ` add up to the squared norm
lost by the undetected state. -/
theorem detection_balance (U : E ≃ₗᵢ[ℂ] E) {ψ : E} (hψ : ‖ψ‖ = 1) (φ : E) (N : ℕ) :
    ∑ n ∈ Finset.range N, firstDetection U ψ φ n
      = ‖φ‖ ^ 2 - ‖(step U ψ ^ N) φ‖ ^ 2 := by
  induction N with
  | zero => simp
  | succ k ih =>
    have e : (step U ψ ^ (k + 1)) φ = step U ψ ((step U ψ ^ k) φ) := by
      rw [pow_succ']; rfl
    rw [Finset.sum_range_succ, ih, e, step_norm_sq U hψ, firstDetection]
    ring

/-- A dark eigenvector keeps its norm under any number of monitored periods. -/
theorem dark_survives {U : E ≃ₗᵢ[ℂ] E} {ψ v : E} (hv : IsDark U ψ v) (n : ℕ) :
    ‖(step U ψ ^ n) v‖ = ‖v‖ := by
  obtain ⟨-, ⟨μ, hU⟩, h0⟩ := hv
  have hT : step U ψ v = μ • v := by
    rw [step_apply, hU, inner_smul_right, h0, mul_zero, zero_smul, sub_zero]
  induction n with
  | zero => simp
  | succ k ih =>
    have e : (step U ψ ^ (k + 1)) v = (step U ψ ^ k) (step U ψ v) := by
      rw [pow_succ]; rfl
    rw [e, hT, LinearMap.map_smul, norm_smul, ih, ← norm_smul, ← hU, U.norm_map]

/-- In finite dimension, if some nonzero state is never detected, then `U` has a dark
eigenvector. -/
theorem exists_dark_of_undetected [FiniteDimensional ℂ E] {U : E ≃ₗᵢ[ℂ] E} {ψ y : E}
    (hy : y ∈ darkSpace U ψ) (hy0 : y ≠ 0) : ∃ v, IsDark U ψ v := by
  have hW : ∀ x ∈ darkSpace U ψ, step U ψ x ∈ darkSpace U ψ := by
    intro x hx n
    have h := hx (n + 1)
    rw [pow_succ] at h
    exact h
  have : Nontrivial (darkSpace U ψ) :=
    ⟨⟨⟨y, hy⟩, 0, fun h => hy0 (congrArg Subtype.val h)⟩⟩
  -- the monitored step has an eigenvector inside the invariant dark space
  obtain ⟨μ, hμ⟩ := Module.End.exists_eigenvalue ((step U ψ).restrict hW)
  obtain ⟨v, hv⟩ := hμ.exists_hasEigenvector
  have hv0 : (v : E) ≠ 0 := fun h => hv.2 (Subtype.ext h)
  have h1 : step U ψ (v : E) = μ • (v : E) := congrArg Subtype.val hv.apply_eq_smul
  have h0 : inner ℂ ψ (U (v : E)) = 0 := by
    have h := v.2 0
    rw [pow_zero] at h
    exact h
  -- there the measurement does nothing, so it is an eigenvector of `U`
  rw [step_apply, h0, zero_smul, sub_zero] at h1
  refine ⟨v, hv0, ⟨μ, h1⟩, ?_⟩
  rw [h1, inner_smul_right] at h0
  rcases mul_eq_zero.1 h0 with h | h
  · have hn := U.norm_map (v : E)
    rw [h1, h, zero_smul, norm_zero] at hn
    exact absurd (norm_eq_zero.1 hn.symm) hv0
  · exact h

/-- In finite dimension and for a unit vector `ψ`, the norm of the unnormalised undetected state
tends to zero for every initial state if and only if no eigenvector of `U` is orthogonal to `ψ`. -/
theorem survival_tendsto_zero_iff [FiniteDimensional ℂ E] (U : E ≃ₗᵢ[ℂ] E) {ψ : E}
    (hψ : ‖ψ‖ = 1) :
    (∀ φ : E, Tendsto (fun n : ℕ => ‖(step U ψ ^ n) φ‖) atTop (𝓝 0))
      ↔ ¬ ∃ v, IsDark U ψ v := by
  constructor
  · rintro h ⟨v, hv⟩
    have h1 := h v
    simp only [dark_survives hv] at h1
    exact hv.1 (norm_eq_zero.1 (tendsto_nhds_unique tendsto_const_nhds h1))
  · intro hdark φ
    have e : ∀ (n : ℕ) (x : E), (step U ψ ^ (n + 1)) x = step U ψ ((step U ψ ^ n) x) := by
      intro n x
      rw [pow_succ']; rfl
    -- the survival norm decreases, hence has a limit `L`
    have hanti : Antitone (fun n : ℕ => ‖(step U ψ ^ n) φ‖) := by
      refine antitone_nat_of_succ_le (fun n => ?_)
      rw [e]
      have h := step_norm_sq U hψ ((step U ψ ^ n) φ)
      nlinarith [norm_nonneg ((step U ψ ^ n) φ), norm_nonneg (step U ψ ((step U ψ ^ n) φ)),
        sq_nonneg ‖inner ℂ ψ (U ((step U ψ ^ n) φ))‖]
    obtain ⟨L, hL⟩ : ∃ L, Tendsto (fun n : ℕ => ‖(step U ψ ^ n) φ‖) atTop (𝓝 L) :=
      ⟨_, tendsto_atTop_ciInf hanti ⟨0, by rintro _ ⟨n, rfl⟩; exact norm_nonneg _⟩⟩
    -- compactness gives a limit point `y` of the undetected states
    have : ProperSpace E := FiniteDimensional.proper ℂ E
    obtain ⟨y, -, k, hk, hy⟩ :=
      (isCompact_closedBall (0 : E) ‖(step U ψ ^ 0) φ‖).tendsto_subseq
        (x := fun n : ℕ => (step U ψ ^ n) φ)
        (fun n => mem_closedBall_zero_iff.2 (hanti (Nat.zero_le n)))
    have hyL : ∀ m : ℕ, ‖(step U ψ ^ m) y‖ = L := by
      intro m
      have h1 : Tendsto (fun j => ‖(step U ψ ^ m) ((step U ψ ^ (k j)) φ)‖) atTop
          (𝓝 ‖(step U ψ ^ m) y‖) :=
        (((LinearMap.continuous_of_finiteDimensional (step U ψ ^ m)).tendsto y).comp hy).norm
      have h2 : Tendsto (fun j => ‖(step U ψ ^ m) ((step U ψ ^ (k j)) φ)‖) atTop (𝓝 L) := by
        have h := hL.comp
          (tendsto_atTop_mono (fun j => Nat.le_add_left (k j) m) hk.tendsto_atTop)
        refine h.congr (fun j => ?_)
        show ‖(step U ψ ^ (m + k j)) φ‖ = _
        rw [pow_add]; rfl
      exact tendsto_nhds_unique h1 h2
    -- `y` loses no norm, so it is never detected and must vanish
    have hyd : y ∈ darkSpace U ψ := by
      intro n
      have h := step_norm_sq U hψ ((step U ψ ^ n) y)
      rw [← e, hyL, hyL] at h
      have h' : ‖inner ℂ ψ (U ((step U ψ ^ n) y))‖ ^ 2 = 0 := by linarith
      exact norm_eq_zero.1 (pow_eq_zero_iff two_ne_zero |>.1 h')
    have hy0 : y = 0 := by
      by_contra hne
      exact hdark (exists_dark_of_undetected hyd hne)
    have hL0 := hyL 0
    rw [hy0, LinearMap.map_zero, norm_zero] at hL0
    rw [hL0]
    exact hL

/-- In finite dimension and for a unit vector `ψ`, the values of `firstDetection U ψ φ` sum to
`‖φ‖ ^ 2` for every initial state `φ` if and only if no eigenvector of `U` is orthogonal to `ψ`. -/
theorem total_detection_iff [FiniteDimensional ℂ E] (U : E ≃ₗᵢ[ℂ] E) {ψ : E} (hψ : ‖ψ‖ = 1) :
    (∀ φ : E, HasSum (firstDetection U ψ φ) (‖φ‖ ^ 2)) ↔ ¬ ∃ v, IsDark U ψ v := by
  constructor
  · rintro h ⟨v, hv⟩
    have h1 := (h v).tendsto_sum_nat
    simp only [detection_balance U hψ, dark_survives hv, sub_self] at h1
    have h2 : (0 : ℝ) = ‖v‖ ^ 2 := tendsto_nhds_unique tendsto_const_nhds h1
    exact hv.1 (norm_eq_zero.1 (pow_eq_zero_iff two_ne_zero |>.1 h2.symm))
  · intro h φ
    have hnn : ∀ n, 0 ≤ firstDetection U ψ φ n := fun n => sq_nonneg _
    rw [hasSum_iff_tendsto_nat_of_nonneg hnn]
    simp only [detection_balance U hψ]
    have h1 := (((survival_tendsto_zero_iff U hψ).2 h φ).pow 2).const_sub (‖φ‖ ^ 2)
    simpa using h1

/-- If `U` has two linearly independent eigenvectors with the same eigenvalue, then for every
`ψ` it has an eigenvector orthogonal to `ψ`. -/
theorem exists_dark_of_degenerate (U : E ≃ₗᵢ[ℂ] E) (ψ : E) {v w : E} {μ : ℂ}
    (hv : U v = μ • v) (hw : U w = μ • w) (hvw : LinearIndependent ℂ ![v, w]) :
    ∃ u, IsDark U ψ u := by
  rw [LinearIndependent.pair_iff] at hvw
  by_cases h : inner ℂ ψ v = 0
  · refine ⟨v, fun h0 => ?_, ⟨μ, hv⟩, h⟩
    exact one_ne_zero (hvw 1 0 (by rw [h0, smul_zero, zero_smul, add_zero])).1
  · -- combine the two eigenvectors so that their overlaps with `ψ` cancel
    refine ⟨inner ℂ ψ w • v + (-inner ℂ ψ v) • w, fun h0 => ?_, ⟨μ, ?_⟩, ?_⟩
    · exact h (neg_eq_zero.1 (hvw _ _ h0).2)
    · rw [U.map_add, U.map_smul, U.map_smul, hv, hw]
      module
    · rw [inner_add_right, inner_smul_right, inner_smul_right]
      ring

end

end StroboscopicDetection
```

```lean
#print axioms StroboscopicDetection.total_detection_iff
#print axioms StroboscopicDetection.exists_dark_of_degenerate
```

```
'StroboscopicDetection.total_detection_iff' depends on axioms: [propext, Classical.choice, Quot.sound]
'StroboscopicDetection.exists_dark_of_degenerate' depends on axioms: [propext, Classical.choice, Quot.sound]
```

## Waiting for the first click

A particle on a finite graph is released in a state $\varphi$, and a detector checks at regular times whether it is at one site, described by a single state $\psi$. Will it eventually click? For a time-independent Hamiltonian $H$ and period $\tau$, the evolution between checks is $U=e^{-iH\tau/\hbar}$. If the detector stays silent, the component along $\psi$ is removed by $Qx=x-\langle\psi,x\rangle\psi$.

In Lean, `E` is the state space, `U : E ≃ₗᵢ[ℂ] E` is a norm-preserving linear bijection, hence a unitary, and `hψ` says that $\psi$ is a unit vector. The inner product is linear in its second argument. `noClick ψ` is $Q$, and `step U ψ` is $QU$, with evolution first.

The vector $(QU)^n\varphi$ is not renormalised. For a unit vector $\varphi$, its squared norm is the probability of no click in $n$ measurements, and `firstDetection U ψ φ n` is the probability of a first click at measurement $n+1$. `IsDark` describes a nonzero eigenvector of $U$ orthogonal to $\psi$.

`survival_tendsto_zero_iff` is the equivalence stated at the start. `total_detection_iff` says that the absence of dark eigenvectors is also equivalent to the values `firstDetection U ψ φ n` summing over `n` to $\|\varphi\|^2$ for every vector $\varphi$. For a unit vector $\varphi$ this sum is the total detection probability, and it equals one. Both concern all initial states together: even when a dark eigenvector exists, a state with $U\varphi=\psi$ is detected at once. Neither theorem gives a rate or a mean detection time.

For quantum walks on finite graphs with a perfect detector of a single state, this turns a question about infinitely many measurements into one about the eigenvectors of $U$. That a real detector acts as the instantaneous projection $Q$ is a physical assumption.

## Norm is lost only through detection

Put $a=\langle\psi,Ux\rangle$. Then $Ux=a\psi+QUx$ with orthogonal terms, so

$$\|QUx\|^2=\|x\|^2-|a|^2 .$$

This is `step_norm_sq`. Applying it to $x=(QU)^n\varphi$ and summing over $n<N$ gives `detection_balance`, proved by induction:

$$\sum_{n<N}|\langle\psi,U(QU)^n\varphi\rangle|^2=\|\varphi\|^2-\|(QU)^N\varphi\|^2 .$$

Letting $N\to\infty$ turns the survival criterion into the criterion for total detection.

## A dark eigenvector survives

If $Uv=\mu v$ and $\langle\psi,v\rangle=0$, then $QUv=\mu v-\mu\langle\psi,v\rangle\psi=\mu v$. Since $U$ preserves norms, $|\mu|=1$ and $\|(QU)^nv\|=\|v\|\neq0$ for all $n$. This is `dark_survives`, and it proves one direction.

## A surviving state reveals a dark eigenvector

Let $D$ be the subspace `darkSpace`, where $\langle\psi,U(QU)^nx\rangle=0$ for all $n\ge0$. Shifting $n$ by one shows that $QU$ maps $D$ into itself. If $D\neq0$, the restriction of $QU$ to $D$ has an eigenvector $v$, with $QUv=\mu v$. The condition at $n=0$ gives $\langle\psi,Uv\rangle=0$, so $Uv=QUv=\mu v$ and $\mu\langle\psi,v\rangle=0$. Because $\mu\neq0$, $v$ is dark. This is `exists_dark_of_undetected`.

Now suppose there is no dark eigenvector. The norms $\|(QU)^n\varphi\|$ decrease to a limit $L$. The vectors stay in a closed ball, which is compact in finite dimension, so a subsequence $(QU)^{k_j}\varphi$ converges to some $y$. By continuity, for every $m$,

$$\|(QU)^my\|=\lim_{j\to\infty}\|(QU)^{m+k_j}\varphi\|=L .$$

Lean obtains this equality, `hyL`, from the uniqueness of limits. Thus $y$ loses no norm at any step, and the loss formula puts it in $D$. Hence $y=0$ and $L=\|y\|=0$.

## Degeneracy always hides a state

Let $v,w$ be linearly independent eigenvectors of $U$ with the same eigenvalue. For $U=e^{-iH\tau/\hbar}$ they may belong to one degenerate energy of $H$, or to two energies that differ by an integer multiple of $2\pi\hbar/\tau$. If $\langle\psi,v\rangle=0$, then $v$ is dark. Otherwise

$$u=\langle\psi,w\rangle v-\langle\psi,v\rangle w$$

is a nonzero eigenvector orthogonal to $\psi$. This is `exists_dark_of_degenerate`.

## A detector that covers several states

The detector could also be modelled by a projector $P$ of rank $r$, with $Q=1-P$. Darkness would then mean $Pv=0$, and the degeneracy argument would need $r+1$ independent eigenvectors with one eigenvalue instead of two.
